# Consistent one-step methods converge to exp(tA) for a bounded generator A

Let \(F(h)\) be an approximate propagator for a short time \(h\), with \(F(0)=1\) and derivative \(A\) at \(h=0\). If \(A\) and the values of \(F\) lie in a complete normed real algebra with \(\|1\|=1\), then for every real \(t\)

\[
F(t/n)^n \longrightarrow e^{tA}\qquad (n\to\infty).
\]

The physical problem is to propagate \(\dot\psi=A\psi\) over a time \(t\) by \(n\) equal short steps. In quantum mechanics \(A=-iH/\hbar\), and the result applies to a time-independent Hamiltonian that is a finite matrix or a bounded operator.

## The algebra, the step and the limit

The type `𝔸` is the algebra, for instance the complex \(d\times d\) matrices, \(d\ge1\), with the operator norm, regarded as a real algebra. `NormOneClass` says \(\|1\|=1\), and `NormedSpace.exp (t • A)` is \(e^{tA}\). Consistency consists of two hypotheses, `F 0 = 1` and `HasDerivAt F A 0`, which together mean

\[
F(h)=1+hA+r(h),\qquad r(0)=0,\qquad \|r(h)\|/|h|\to0\quad(h\to0,\ h\ne0).
\]

Nothing is assumed about \(F\) away from zero, not even continuity. Convergence is in norm, at each fixed \(t\).

Chernoff's name is usually attached to a theorem about semigroups whose generators may be unbounded. Here \(A\) is an element of the algebra, so the kinetic energy on continuous space enters only after discretisation. The passage from the grid or basis to the continuum needs a separate argument, since \(\|A\|\) typically grows as the grid is refined.

In Lean 4 with Mathlib:

```lean
import Mathlib

open Filter Topology Asymptotics

namespace ChernoffProductFormula

noncomputable section
```

## Errors add up one step at a time

Let \(\|X\|,\|Y\|\le M\) with \(M\ge1\). Exchanging one factor gives

\[
X^{n+1}-Y^{n+1}=X(X^n-Y^n)+(X-Y)Y^n .
\]

If \(\|X^n-Y^n\|\le nM^n\|X-Y\|\), the right-hand side has norm at most

\[
(nM^{n+1}+M^n)\|X-Y\|\le(n+1)M^{n+1}\|X-Y\|,
\]

where the last step uses \(M\ge1\). Since the claim is trivial at \(n=0\), it follows by induction. In the code, `split` is the identity, `h1` and `h2` bound its two terms, and `h3` supplies the last inequality.

```lean
/-- Error accumulation: if two steps `X` and `Y` have norm at most `M`, with `M ≥ 1`, then their
`n`-th powers differ by at most `n M ^ n` times the difference of the single steps. -/
theorem norm_pow_sub_pow_le {R : Type*} [NormedRing R] [NormOneClass R] {X Y : R} {M : ℝ}
    (hX : ‖X‖ ≤ M) (hY : ‖Y‖ ≤ M) (hM : 1 ≤ M) (n : ℕ) :
    ‖X ^ n - Y ^ n‖ ≤ n * M ^ n * ‖X - Y‖ := by
  have hM0 : 0 ≤ M := zero_le_one.trans hM
  induction n with
  | zero => simp
  | succ n ih =>
    have hYn : ‖Y ^ n‖ ≤ M ^ n :=
      (norm_pow_le Y n).trans (pow_le_pow_left₀ (norm_nonneg _) hY n)
    -- exchange one factor at a time
    have split : X ^ (n + 1) - Y ^ (n + 1) = X * (X ^ n - Y ^ n) + (X - Y) * Y ^ n := by
      rw [pow_succ', pow_succ', mul_sub, sub_mul]
      abel
    have h1 : ‖X * (X ^ n - Y ^ n)‖ ≤ M * (n * M ^ n * ‖X - Y‖) :=
      (norm_mul_le _ _).trans (mul_le_mul hX ih (norm_nonneg _) hM0)
    have h2 : ‖(X - Y) * Y ^ n‖ ≤ ‖X - Y‖ * M ^ n :=
      (norm_mul_le _ _).trans (mul_le_mul_of_nonneg_left hYn (norm_nonneg _))
    have h3 : 0 ≤ (M - 1) * (‖X - Y‖ * M ^ n) :=
      mul_nonneg (sub_nonneg.mpr hM) (by positivity)
    rw [split]
    calc ‖X * (X ^ n - Y ^ n) + (X - Y) * Y ^ n‖
        ≤ M * (n * M ^ n * ‖X - Y‖) + ‖X - Y‖ * M ^ n :=
          (norm_add_le _ _).trans (add_le_add h1 h2)
      _ ≤ M * (n * M ^ n * ‖X - Y‖) + ‖X - Y‖ * M ^ n + (M - 1) * (‖X - Y‖ * M ^ n) := by
          linarith
      _ = ((n + 1 : ℕ) : ℝ) * M ^ (n + 1) * ‖X - Y‖ := by
          push_cast
          ring
```

## Consistency bounds the growth

For small \(h\) the remainder satisfies \(\|r(h)\|\le|h|\), so

\[
\|F(h)\|\le1+|h|\,\|A\|+|h|\le e^{(\|A\|+1)|h|}.
\]

Consistency thus limits the growth over a fixed time \(t\): for all large \(n\), \(\|F(t/n)^n\|\le e^{(\|A\|+1)|t|}\). This is the sense of stability used here. It does not keep the norm bounded when more and more steps of one fixed length are taken. For example, with \(A=-iH/\hbar\) and \(h\ne0\), the explicit Euler step \(1+hA\) multiplies an eigenvector of energy \(E\ne0\) by a factor of modulus \(\sqrt{1+(hE/\hbar)^2}>1\). The quantifier `∀ᶠ h in 𝓝 0` means "for all \(h\) close enough to zero", and the `calc` block follows the displayed chain.

```lean
variable {𝔸 : Type*} [NormedRing 𝔸] [NormedAlgebra ℝ 𝔸]

/-- Consistency gives stability: a step with `F 0 = 1` and derivative `A` at zero grows no faster
than `exp ((‖A‖ + 1) |h|)` for all sufficiently small `h`. -/
theorem eventually_norm_step_le [NormOneClass 𝔸] {F : ℝ → 𝔸} {A : 𝔸}
    (hF0 : F 0 = 1) (hF : HasDerivAt F A 0) :
    ∀ᶠ h in 𝓝 (0 : ℝ), ‖F h‖ ≤ Real.exp ((‖A‖ + 1) * |h|) := by
  filter_upwards [(hasDerivAt_iff_isLittleO.mp hF).def one_pos] with h hh
  simp only [hF0, sub_zero, one_mul, Real.norm_eq_abs] at hh
  calc ‖F h‖ = ‖(F h - 1 - h • A) + (1 + h • A)‖ := by
        congr 1
        abel
    _ ≤ ‖F h - 1 - h • A‖ + (‖(1 : 𝔸)‖ + ‖h • A‖) :=
        (norm_add_le _ _).trans (add_le_add le_rfl (norm_add_le _ _))
    _ ≤ |h| + (1 + |h| * ‖A‖) := by
        rw [norm_one, norm_smul, Real.norm_eq_abs]
        linarith
    _ ≤ Real.exp ((‖A‖ + 1) * |h|) := by
        linarith [Real.add_one_le_exp ((‖A‖ + 1) * |h|)]
```

## The exact propagator is a consistent step too

At \(h=0\) the propagator \(e^{hA}\) equals \(1\) and has derivative \(A\). It therefore obeys the same growth bound.

```lean
variable [CompleteSpace 𝔸]

/-- The exact propagator `exp (h A)` has derivative `A` at time zero. -/
theorem hasDerivAt_propagator (A : 𝔸) :
    HasDerivAt (fun h : ℝ => NormedSpace.exp (h • A)) A 0 := by
  simpa using hasDerivAt_exp_smul_const A (0 : ℝ)
```

Multiples of \(A\) commute, so for \(n\ne0\) the exact steps compose without error:

\[
\bigl(e^{(t/n)A}\bigr)^n=e^{n(t/n)A}=e^{tA}.
\]

```lean
/-- For `n ≠ 0`, `n` exact steps of length `t / n` compose to the exact propagator over time
`t`. -/
theorem propagator_pow (A : 𝔸) (t : ℝ) {n : ℕ} (hn : n ≠ 0) :
    NormedSpace.exp ((t / n) • A) ^ n = NormedSpace.exp (t • A) := by
  let : NormedAlgebra ℚ 𝔸 := NormedAlgebra.restrictScalars ℚ ℝ 𝔸
  have hn' : (n : ℝ) ≠ 0 := Nat.cast_ne_zero.mpr hn
  have ht : (n : ℝ) * (t / n) = t := by field_simp
  rw [← NormedSpace.exp_nsmul, ← Nat.cast_smul_eq_nsmul ℝ, smul_smul, ht]
```

## The local error is smaller than the step length

Put \(G(h)=F(h)-e^{hA}\). Then \(G(0)=1-1=0\) and \(G'(0)=A-A=0\), which is to say \(G(h)=o(h)\). The proof subtracts the two derivatives and unfolds the definition.

```lean
/-- The local error of a step with `F 0 = 1` and derivative `A` at zero, measured against
`exp (h A)`, is of smaller order than the step length `h`. -/
theorem local_error_isLittleO {F : ℝ → 𝔸} {A : 𝔸} (hF0 : F 0 = 1) (hF : HasDerivAt F A 0) :
    (fun h : ℝ => F h - NormedSpace.exp (h • A)) =o[𝓝 0] fun h : ℝ => h := by
  have h := hasDerivAt_iff_isLittleO.mp (hF.fun_sub (hasDerivAt_propagator A))
  simpa [hF0] using h
```

## From local to global error

Suppose that one approximate step \(X\) and the exact step \(e^{(t/n)A}\) both have norm at most \(M=e^{\omega|t/n|}\), with \(\omega\ge0\). The constant \(\omega\) is the largest exponential growth rate allowed to either step; if both are unitary, \(\omega=0\) will do. Since \(M^n=e^{\omega|t|}\), the telescoping bound becomes

\[
\|X^n-e^{tA}\|\le e^{\omega|t|}\,n\,\|X-e^{(t/n)A}\|.
\]

```lean
variable [NormOneClass 𝔸]

/-- Global error from local error: if a step `X` and the exact step of length `t / n` both have
norm at most `exp (ω |t / n|)`, with `ω ≥ 0` and `n ≠ 0`, then after `n` steps the error is at most
`exp (ω |t|)` times `n` local errors. -/
theorem global_error_le (A X : 𝔸) (t ω : ℝ) (hω : 0 ≤ ω) {n : ℕ} (hn : n ≠ 0)
    (hX : ‖X‖ ≤ Real.exp (ω * |t / n|))
    (hE : ‖NormedSpace.exp ((t / n) • A)‖ ≤ Real.exp (ω * |t / n|)) :
    ‖X ^ n - NormedSpace.exp (t • A)‖ ≤
      Real.exp (ω * |t|) * (n * ‖X - NormedSpace.exp ((t / n) • A)‖) := by
  have hn' : (n : ℝ) ≠ 0 := Nat.cast_ne_zero.mpr hn
  have hM : Real.exp (ω * |t / n|) ^ n = Real.exp (ω * |t|) := by
    rw [← Real.exp_nat_mul, abs_div, Nat.abs_cast]
    congr 1
    field_simp
  have h := norm_pow_sub_pow_le hX hE (Real.one_le_exp (by positivity)) n
  rw [propagator_pow A t hn, hM] at h
  calc _ ≤ _ := h
    _ = _ := by ring
```

If the local error is at most \(C|t/n|^{p+1}\), then

\[
n\,C\left|\frac tn\right|^{p+1}=\frac{C|t|^{p+1}}{n^p},
\]

so one power of \(n\) is lost in the accumulation. The theorem treats a single \(n\) and takes the local bound as a hypothesis. When, at a fixed \(t\), the bounds hold for all large \(n\) with the same \(C\) and \(\omega\), the global error is \(O(n^{-p})\). For \(p\ge1\) the method then converges with order at least \(p\).

```lean
/-- Global error from a local error bound: if a step `X` and the exact step of length `t / n` both
have norm at most `exp (ω |t / n|)`, with `ω ≥ 0` and `n ≠ 0`, then a local error of at most
`C |t / n| ^ (p + 1)` gives, after `n` steps, a global error of at most
`exp (ω |t|) C |t| ^ (p + 1) / n ^ p`. -/
theorem global_error_order (A X : 𝔸) (t ω C : ℝ) (p : ℕ) (hω : 0 ≤ ω) {n : ℕ} (hn : n ≠ 0)
    (hX : ‖X‖ ≤ Real.exp (ω * |t / n|))
    (hE : ‖NormedSpace.exp ((t / n) • A)‖ ≤ Real.exp (ω * |t / n|))
    (hloc : ‖X - NormedSpace.exp ((t / n) • A)‖ ≤ C * |t / n| ^ (p + 1)) :
    ‖X ^ n - NormedSpace.exp (t • A)‖ ≤
      Real.exp (ω * |t|) * (C * |t| ^ (p + 1) / n ^ p) := by
  have hn' : (n : ℝ) ≠ 0 := Nat.cast_ne_zero.mpr hn
  have hpow : (n : ℝ) * (C * |t / n| ^ (p + 1)) = C * |t| ^ (p + 1) / n ^ p := by
    rw [abs_div, Nat.abs_cast, div_pow, pow_succ (n : ℝ) p]
    field_simp
  rw [← hpow]
  refine (global_error_le A X t ω hω hn hX hE).trans ?_
  gcongr
```

## The product converges

Fix \(t\) and \(\varepsilon>0\). Because \(t/n\to0\), the local error is at most \(\varepsilon|t|/n\) for large \(n\), and \(n\) of them add up to at most \(\varepsilon|t|\). With \(\omega=\|A\|+1\),

\[
\|F(t/n)^n-e^{tA}\|\le e^{(\|A\|+1)|t|}\,\varepsilon|t| .
\]

As \(\varepsilon\) is arbitrary, the error tends to zero. In the code, `h1` and `h2` show that \(n\) local errors vanish together, `h3` includes the exponential factor, and `squeeze_zero'` traps the global error between zero and that bound.

```lean
/-- Chernoff product formula for a generator `A` in the algebra (the bounded case): if `F 0 = 1` and
`F` has derivative `A` at zero, then `n` steps of length `t / n` converge to the exact propagator
`exp (t A)`, for every real time `t`. -/
theorem chernoff {F : ℝ → 𝔸} {A : 𝔸} (hF0 : F 0 = 1) (hF : HasDerivAt F A 0) (t : ℝ) :
    Tendsto (fun n : ℕ => F (t / n) ^ n) atTop (𝓝 (NormedSpace.exp (t • A))) := by
  have hn : Tendsto (fun n : ℕ => t / (n : ℝ)) atTop (𝓝 0) :=
    tendsto_const_div_atTop_nhds_zero_nat t
  -- `n` local errors together still vanish
  have h1 : (fun n : ℕ => (n : ℝ) * ‖F (t / n) - NormedSpace.exp ((t / (n : ℝ)) • A)‖)
      =o[atTop] fun n : ℕ => (n : ℝ) * (t / n) :=
    (isBigO_refl _ _).mul_isLittleO ((local_error_isLittleO hF0 hF).comp_tendsto hn).norm_left
  have h2 : (fun n : ℕ => (n : ℝ) * (t / n)) =O[atTop] fun _ : ℕ => (1 : ℝ) := by
    refine IsBigO.of_bound |t| ?_
    filter_upwards [eventually_ne_atTop 0] with n h0
    have h0' : (n : ℝ) ≠ 0 := Nat.cast_ne_zero.mpr h0
    have ht : (n : ℝ) * (t / n) = t := by field_simp
    rw [ht, norm_one, mul_one, Real.norm_eq_abs]
  have h3 := ((isLittleO_one_iff ℝ).mp (h1.trans_isBigO h2)).const_mul
    (Real.exp ((‖A‖ + 1) * |t|))
  rw [mul_zero] at h3
  -- stability turns this into convergence of the whole product
  refine tendsto_iff_norm_sub_tendsto_zero.mpr
    (squeeze_zero' (Eventually.of_forall fun n => norm_nonneg _) ?_ h3)
  filter_upwards [hn.eventually (eventually_norm_step_le hF0 hF),
    hn.eventually (eventually_norm_step_le (by simp) (hasDerivAt_propagator A)),
    eventually_ne_atTop 0] with n hX hE h0
  exact global_error_le A _ t _ (by positivity) h0 hX hE
```

## A wrong derivative gives a wrong limit at some time

Let \(F(0)=1\) and \(F'(0)=B\). The product then converges to \(e^{tB}\). If it also converges to \(e^{tA}\) for all \(t\), uniqueness of limits gives \(e^{tA}=e^{tB}\), and differentiating at \(t=0\) gives \(A=B\). The other direction is the convergence theorem itself.

```lean
/-- The derivative at zero determines the limit: for a step with `F 0 = 1` and derivative `B` at
zero, the products `F (t / n) ^ n` converge to `exp (t A)` for all real `t` exactly when `B = A`. -/
theorem converges_iff_consistent {F : ℝ → 𝔸} {A B : 𝔸} (hF0 : F 0 = 1)
    (hF : HasDerivAt F B 0) :
    (∀ t : ℝ, Tendsto (fun n : ℕ => F (t / n) ^ n) atTop (𝓝 (NormedSpace.exp (t • A)))) ↔
      B = A := by
  constructor
  · intro h
    have heq : (fun t : ℝ => NormedSpace.exp (t • A)) = fun t : ℝ => NormedSpace.exp (t • B) :=
      funext fun t => tendsto_nhds_unique (h t) (chernoff hF0 hF t)
    have hA := hasDerivAt_propagator A
    rw [heq] at hA
    exact (hasDerivAt_propagator B).unique hA
  · rintro rfl t
    exact chernoff hF0 hF t
```

## Crank–Nicolson as an instance

The Crank–Nicolson step is

\[
F(h)=\Bigl(1-\frac h2A\Bigr)^{-1}\Bigl(1+\frac h2A\Bigr).
\]

In a calculation with a Hamiltonian matrix \(H\) and time step \(h=t/n\), it appears as a linear system to be solved for the next state:

\[
\Bigl(1+\frac{ih}{2\hbar}H\Bigr)\psi_{k+1}=\Bigl(1-\frac{ih}{2\hbar}H\Bigr)\psi_k .
\]

For one particle on a line, with a local potential, a three-point Laplacian and fixed walls, the matrix on the left is tridiagonal. The system can be solved without forming the inverse.

`Ring.inverse` returns zero where no inverse exists, but \(1-hA/2\) is invertible for small \(h\), and the limit involves only such steps.

```lean
/-- The Crank–Nicolson (Cayley) step `(1 - h A / 2)⁻¹ (1 + h A / 2)`, meant for step lengths `h`
at which `1 - h A / 2` is invertible. -/
def crankNicolson (A : 𝔸) (h : ℝ) : 𝔸 :=
  Ring.inverse (1 - (h / 2) • A) * (1 + (h / 2) • A)
```

Clearly \(F(0)=1\). Near the identity \((1-V)^{-1}=1+V+o(\|V\|)\), so with \(V=hA/2\) the first factor contributes \(A/2\) to the derivative at zero. The second factor contributes another \(A/2\), hence \(F'(0)=A\) and the convergence theorem applies. The code obtains the first contribution from `hinv`, combines both by the product rule in `hmul`, and adds the halves in `half`. This establishes convergence for every \(A\) in the algebra, without a rate.

```lean
/-- The Crank–Nicolson method converges: `n` steps of length `t / n` tend to `exp (t A)` for every
real time `t`. -/
theorem crankNicolson_tendsto (A : 𝔸) (t : ℝ) :
    Tendsto (fun n : ℕ => crankNicolson A (t / n) ^ n) atTop
      (𝓝 (NormedSpace.exp (t • A))) := by
  refine chernoff (by simp [crankNicolson]) ?_ t
  have hlin : HasDerivAt (fun h : ℝ => (h / 2) • A) ((1 / 2 : ℝ) • A) 0 :=
    ((hasDerivAt_id' (0 : ℝ)).div_const 2).smul_const A
  -- the inverse is differentiable at the identity
  have hinv : HasFDerivAt Ring.inverse (-ContinuousLinearMap.mulLeftRight ℝ 𝔸 1 1)
      ((fun h : ℝ => 1 - (h / 2) • A) 0) := by
    simpa using hasFDerivAt_ringInverse (𝕜 := ℝ) (1 : 𝔸ˣ)
  have hmul := (hinv.comp_hasDerivAt (0 : ℝ) (hlin.const_sub 1)).mul (hlin.const_add 1)
  refine hmul.congr_deriv ?_
  have half : (1 / 2 : ℝ) • A + (1 / 2 : ℝ) • A = A := by module
  simpa using half

end

end ChernoffProductFormula
```

```lean
#print axioms ChernoffProductFormula.global_error_order
#print axioms ChernoffProductFormula.converges_iff_consistent
#print axioms ChernoffProductFormula.crankNicolson_tendsto
```

```
'ChernoffProductFormula.global_error_order' depends on axioms: [propext, Classical.choice, Quot.sound]
'ChernoffProductFormula.converges_iff_consistent' depends on axioms: [propext, Classical.choice, Quot.sound]
'ChernoffProductFormula.crankNicolson_tendsto' depends on axioms: [propext, Classical.choice, Quot.sound]
```
